# The Huzinaga operator reverses core-projected eigenvalues and keeps valence-projected ones

A valence-only calculation on an atom or molecule must stop the valence orbitals from collapsing into the core orbitals, which lie lower in energy. One remedy is to modify the one-particle Hamiltonian h with a projector p onto the core. What does this do to the levels?

Here h is the full one-particle operator, such as a Fock operator, and not just its kinetic and nuclear part. Write q = 1 − p for the valence projector and

F = h − ph − hp

for the Huzinaga operator, `huzinaga h p` in Lean. Parts (a) to (c) hold in any ring `R`. In (d) to (g), orbitals are vectors of a space `V` over a field `K`, and h and p are linear maps in `Module.End K V`, where the product is composition. A projector need only satisfy pp = p; it may be oblique. The map h is fixed, whereas a Fock operator is built from its own orbitals and changes with them until self-consistency is reached.

```lean
import Mathlib

namespace HuzinagaOperator

/-- The Huzinaga operator `h - p h - h p` built from a Hamiltonian `h` and a core projector `p`. -/
def huzinaga {R : Type*} [Ring R] (h p : R) : R := h - p * h - h * p
```

## (a) Core and valence blocks

Show that, for every h and p,

F = qhq − php.

Solution. Expanding the valence block gives

qhq = h − ph − hp + php.

Subtracting php leaves F. In Lean, `noncomm_ring` does this expansion.

```lean
section Algebra

variable {R : Type*} [Ring R]

/-- For any `h` and `p`, the Huzinaga operator equals `q h q - p h p` with `q = 1 - p`. When `p` is
an idempotent core projector, this is the valence block of `h` minus its core block. -/
theorem huzinaga_eq_blocks (h p : R) :
    huzinaga h p = (1 - p) * h * (1 - p) - p * h * p := by
  unfold huzinaga
  noncomm_ring
```

## (b) Commutation with the projector

Let pp = p. Show that, for every h,

pF = Fp.

Solution. Multiply F by p from each side:

pF = ph − pph − php = −php

Fp = hp − php − hpp = −php.

The Lean steps `left` and `right` are these two lines.

```lean
/-- For an idempotent `p`, the Huzinaga operator of any Hamiltonian commutes with `p`. -/
theorem huzinaga_comm (h p : R) (hp : p * p = p) :
    p * huzinaga h p = huzinaga h p * p := by
  -- both products equal minus the core block
  have left : p * huzinaga h p = -(p * h * p) := by
    calc p * huzinaga h p = p * h - (p * p) * h - p * h * p := by
          unfold huzinaga
          noncomm_ring
      _ = -(p * h * p) := by
          rw [hp]
          abel
  have right : huzinaga h p * p = -(p * h * p) := by
    calc huzinaga h p * p = h * p - p * h * p - h * (p * p) := by
          unfold huzinaga
          noncomm_ring
      _ = -(p * h * p) := by
          rw [hp]
          abel
  rw [left, right]
```

## (c) A reflected Hamiltonian

Show that

F = h(q − p) exactly when hp = ph.

Solution. Since q − p = 1 − 2p,

F − h(q − p) = hp − ph,

and one side vanishes exactly when the other does. Both uses of `linear_combination` rest on this identity, which does not need pp = p.

```lean
/-- For any `h` and `p`, the Huzinaga operator is `h` times `q - p`, with `q = 1 - p`, exactly when
the Hamiltonian commutes with `p`. -/
theorem huzinaga_eq_reflection_iff (h p : R) :
    huzinaga h p = h * ((1 - p) - p) ↔ h * p = p * h := by
  unfold huzinaga
  constructor
  · intro e
    linear_combination (norm := noncomm_ring) e
  · intro e
    linear_combination (norm := noncomm_ring) e

end Algebra
```

## (d) Core vectors

Let pc = c. Show that, for every number ε,

Fc = −εc exactly when phc = εc.

Solution. Using pc = c,

Fc = hc − phc − hc = −phc.

Cancel the sign. This is the step `e` in Lean, followed by `neg_inj`.

```lean
section Orbitals

variable {K V : Type*} [Field K] [AddCommGroup V] [Module K V]

/-- A core vector `c` (one with `p c = c`) satisfies the Huzinaga equation with eigenvalue `-ε`
exactly when it satisfies the core-projected equation `p h c = ε c`. -/
theorem core_iff (h p : Module.End K V) {c : V} (hc : p c = c) (ε : K) :
    huzinaga h p c = (-ε) • c ↔ p (h c) = ε • c := by
  have e : huzinaga h p c = -p (h c) := by
    simp [huzinaga, hc]
  rw [e, neg_smul, neg_inj]
```

## (e) Valence vectors

Let pv = 0. Show that

Fv = εv exactly when qhv = εv.

Solution. The term hpv vanishes, so

Fv = hv − phv = qhv.

```lean
/-- A valence vector `v` (one with `p v = 0`) satisfies the Huzinaga equation with eigenvalue `ε`
exactly when it satisfies the valence-projected equation `(1 - p) h v = ε v`. -/
theorem valence_iff (h p : Module.End K V) {v : V} (hv : p v = 0) (ε : K) :
    huzinaga h p v = ε • v ↔ (1 - p : Module.End K V) (h v) = ε • v := by
  have e : huzinaga h p v = (1 - p : Module.End K V) (h v) := by
    simp [huzinaga, hv]
  rw [e]
```

## (f) All eigenvalues of F

Let pp = p. Show that μ is an eigenvalue of F exactly when at least one of these has a nonzero solution:

phc = −μc with pc = c

qhv = μv with pv = 0.

Solution. Let Fx = μx with x ≠ 0. If px = 0, then x is a valence vector and (e) applies. Otherwise px is a nonzero core vector, and (b) gives

F(px) = p(Fx) = μpx,

so (d) with ε = −μ yields the first equation. Conversely, (d) and (e) turn either solution into an eigenvector of F.

Lean splits the cases with `by_cases` and takes the commutation from `huzinaga_comm`. The statement concerns which eigenvalues occur, not their multiplicities.

```lean
/-- For an idempotent `p`, a number `μ` is an eigenvalue of the Huzinaga operator exactly when
`-μ` is an eigenvalue of the core-projected Hamiltonian on core vectors or `μ` is an eigenvalue
of the valence-projected Hamiltonian on valence vectors. -/
theorem huzinaga_eigenvalue_iff (h p : Module.End K V) (hp : p * p = p) (μ : K) :
    (∃ x, x ≠ 0 ∧ huzinaga h p x = μ • x) ↔
      (∃ c, c ≠ 0 ∧ p c = c ∧ p (h c) = (-μ) • c) ∨
      (∃ v, v ≠ 0 ∧ p v = 0 ∧ (1 - p : Module.End K V) (h v) = μ • v) := by
  constructor
  · rintro ⟨x, hx, e⟩
    by_cases h0 : p x = 0
    · exact Or.inr ⟨x, hx, h0, (valence_iff h p h0 μ).1 e⟩
    · -- the core part of an eigenvector is again an eigenvector
      have hpp : p (p x) = p x := LinearMap.congr_fun hp x
      have hcomm : p (huzinaga h p x) = huzinaga h p (p x) :=
        LinearMap.congr_fun (huzinaga_comm h p hp) x
      refine Or.inl ⟨p x, h0, hpp, (core_iff h p hpp (-μ)).1 ?_⟩
      rw [← hcomm, e, map_smul, neg_neg]
  · rintro (⟨c, h0, hc, e⟩ | ⟨v, h0, hv, e⟩)
    · have e' := (core_iff h p hc (-μ)).2 e
      rw [neg_neg] at e'
      exact ⟨c, h0, e'⟩
    · exact ⟨v, h0, (valence_iff h p hv μ).2 e⟩
```

## (g) A core space that h preserves

Let pp = p and hp = ph. Show that μ is an eigenvalue of F exactly when at least one of these has a nonzero solution:

hc = −μc with pc = c

hv = μv with pv = 0.

Solution. Commutation removes the projectors from (f):

phc = hpc = hc

qhv = hv − hpv = hv.

These are the steps `core` and `valence` in Lean. For a fixed h with real levels that commutes with p, a core level ε < 0 thus moves to −ε > 0, above every bound valence level.

```lean
/-- If the Hamiltonian commutes with the idempotent `p`, the eigenvalues of the Huzinaga operator
are exactly the core eigenvalues of the Hamiltonian with reversed sign and its valence
eigenvalues unchanged. -/
theorem huzinaga_eigenvalue_iff_of_comm (h p : Module.End K V) (hp : p * p = p)
    (comm : h * p = p * h) (μ : K) :
    (∃ x, x ≠ 0 ∧ huzinaga h p x = μ • x) ↔
      (∃ c, c ≠ 0 ∧ p c = c ∧ h c = (-μ) • c) ∨
      (∃ v, v ≠ 0 ∧ p v = 0 ∧ h v = μ • v) := by
  have swap : ∀ x, h (p x) = p (h x) := fun x => LinearMap.congr_fun comm x
  -- the Hamiltonian preserves the core space and the valence space
  have core : ∀ c, p c = c → p (h c) = h c := by
    intro c hc
    rw [← swap, hc]
  have valence : ∀ v, p v = 0 → (1 - p : Module.End K V) (h v) = h v := by
    intro v hv
    change h v - p (h v) = h v
    rw [← swap, hv, map_zero, sub_zero]
  rw [huzinaga_eigenvalue_iff h p hp μ]
  constructor
  · rintro (⟨c, h0, hc, e⟩ | ⟨v, h0, hv, e⟩)
    · exact Or.inl ⟨c, h0, hc, (core c hc).symm.trans e⟩
    · exact Or.inr ⟨v, h0, hv, (valence v hv).symm.trans e⟩
  · rintro (⟨c, h0, hc, e⟩ | ⟨v, h0, hv, e⟩)
    · exact Or.inl ⟨c, h0, hc, (core c hc).trans e⟩
    · exact Or.inr ⟨v, h0, hv, (valence v hv).trans e⟩

end Orbitals
```

## (h) Two sites

Two sites have energy a and coupling b, both real. Let p project on the normalised symmetric combination (1, 1)/√2. Show that pp = p, hp = ph and, with rows separated by a semicolon,

F = (−b, −a; −a, −b).

Solution. Every entry of p is 1/2, so pp = p, and every entry of both hp and ph is (a + b)/2. Subtracting a + b from each entry of h gives F. The symmetric level a + b has become −(a + b), while the antisymmetric level a − b is unchanged.

Lean checks the matrices entry by entry, here and in (i).

```lean
/-- In the two-site model with site energy `a` and coupling `b`, the projector on the symmetric
combination is idempotent and commutes with the Hamiltonian, and the Huzinaga operator has
diagonal entries `-b` and off-diagonal entries `-a`. -/
theorem huzinaga_witness (a b : ℝ) :
    let h : Matrix (Fin 2) (Fin 2) ℝ := !![a, b; b, a]
    let p : Matrix (Fin 2) (Fin 2) ℝ := !![1/2, 1/2; 1/2, 1/2]
    p * p = p ∧ h * p = p * h ∧ huzinaga h p = !![-b, -a; -a, -b] := by
  intro h p
  refine ⟨?_, ?_, ?_⟩ <;> ext i j <;> fin_cases i <;> fin_cases j <;>
    simp [h, p, huzinaga, Matrix.mul_apply, Fin.sum_univ_succ] <;> ring
```

## (i) Pure core–valence coupling

Take h = (0, 1; 1, 0) and p = (1, 0; 0, 0). Show that

hh = 1 and F = 0.

Solution. Squaring h gives the identity. Both diagonal blocks php and qhq vanish, so F = 0 by (a). Now F has eigenvalue 0, but h, being invertible, does not: without hp = ph, the equivalence in (g) can fail.

```lean
/-- For the two-state Hamiltonian that only couples one core state to one valence state, with
coupling 1, the Huzinaga operator vanishes although the Hamiltonian squares to the identity. -/
theorem huzinaga_coupling_removed :
    let h : Matrix (Fin 2) (Fin 2) ℝ := !![0, 1; 1, 0]
    let p : Matrix (Fin 2) (Fin 2) ℝ := !![1, 0; 0, 0]
    h * h = 1 ∧ huzinaga h p = 0 := by
  intro h p
  refine ⟨?_, ?_⟩ <;> ext i j <;> fin_cases i <;> fin_cases j <;>
    simp [h, p, huzinaga, Matrix.mul_apply, Fin.sum_univ_succ]

end HuzinagaOperator
```

```lean
#print axioms HuzinagaOperator.huzinaga_eq_blocks
-- 'HuzinagaOperator.huzinaga_eq_blocks' depends on axioms: [propext]
#print axioms HuzinagaOperator.huzinaga_eq_reflection_iff
-- 'HuzinagaOperator.huzinaga_eq_reflection_iff' depends on axioms: [propext]
#print axioms HuzinagaOperator.huzinaga_eigenvalue_iff_of_comm
-- 'HuzinagaOperator.huzinaga_eigenvalue_iff_of_comm' depends on axioms: [propext, Classical.choice, Quot.sound]
#print axioms HuzinagaOperator.huzinaga_coupling_removed
-- 'HuzinagaOperator.huzinaga_coupling_removed' depends on axioms: [propext, Classical.choice, Quot.sound]
```
